# Particle-number variance in n of N single-occupancy sites for M = pN uniformly placed particles: n p(1−p)(N−n)/(N−1)

## Why do my block counts fluctuate less than n p(1−p)?

My test of a lattice-gas code keeps failing for a reason that is not a bug. I place M particles at random on N sites, at most one per site, with no interactions, so the filling is p = M/N. I count the particles in a block of n sites and compare the variance with n p(1−p), the value for independent sites. It always comes out low. For N = 100, M = 50 and n = 50 I expect 12.5 and see about 6.3, and if the block is the whole lattice the variance is zero. I believe the correct value at fixed M is n p(1−p)(N−n)/(N−1). I would like a derivation that accounts for the N−1 exactly, with no large-N argument, and I would like to see it machine-checked.

## Fixed M makes the sites anticorrelated

Your formula is exact for N ≥ 2 and 0 ≤ M ≤ N, provided all placements are equally likely. For your numbers it gives 12.5 · 50/99 ≈ 6.31. The derivation uses three facts: every configuration holds exactly M particles, the ensemble does not distinguish one site from another, and each site holds 0 or 1 particle.

A configuration is the set S of occupied sites, with |S| = M. There are Z = C(N, M) such sets, and the average of an observable f is

    ⟨f⟩ = (1/Z) Σ_S f(S).

The occupation number n_i(S) is 1 if site i lies in S and 0 otherwise. For a set A of sites, N_A = Σ_{i∈A} n_i counts the particles in A.

Since Σ_j n_j(S) = M for every S, multiplying by any observable g and averaging gives the sum rule

    Σ_j ⟨g n_j⟩ = M ⟨g⟩.

A permutation of the sites maps the M-element sets one-to-one onto themselves, so it leaves averages unchanged. Swapping i and j shows ⟨n_j⟩ = ⟨n_i⟩. The sum rule with g = 1 then reads N⟨n_i⟩ = M, that is

    ⟨n_i⟩ = p.

Now take two sites i ≠ j and write q = ⟨n_i n_j⟩. For any k ≠ i, the swap of j and k leaves i in place, so ⟨n_i n_k⟩ = q. In the sum rule with g = n_i, the term k = i is ⟨n_i²⟩ = ⟨n_i⟩ = p because n_i is 0 or 1, and the other N−1 terms each equal q:

    p + (N−1) q = M p,
    q = p (M−1)/(N−1) = M(M−1) / (N(N−1)).

This is the origin of the N−1: it counts the partners of a given site. The covariance Cov(f, g) = ⟨(f − ⟨f⟩)(g − ⟨g⟩)⟩ of two occupations is ⟨n_i n_j⟩ − p². On the diagonal this is p − p² = p(1−p). Off the diagonal,

    q − p² = p [ (M−1)/(N−1) − M/N ] = p (M−N) / (N(N−1)) = −p(1−p)/(N−1).

With δ_ij equal to 1 for i = j and 0 otherwise, both cases combine to

    Cov(n_i, n_j) = p(1−p) (N δ_ij − 1)/(N−1).

The covariance is linear in each argument, so for sets A and B we sum over i ∈ A and j ∈ B. The δ_ij terms count the sites in both sets and the constant appears |A||B| times:

    Cov(N_A, N_B) = p(1−p) (N |A∩B| − |A||B|)/(N−1).

Putting B = A with |A| = n gives Nn − n² = n(N−n) in the bracket, so

    Var N_A = n p(1−p) (N−n)/(N−1).

Subtracting this from n p(1−p) and using (N−1) − (N−n) = n−1,

    n p(1−p) − Var N_A = n(n−1) p(1−p)/(N−1).

For whole numbers n the factor n(n−1) is never negative, and 0 ≤ p ≤ 1, so the deficit is never negative. It vanishes exactly when n ≤ 1, p = 0 or p = 1.

## The lattice gas in Lean 4 with Mathlib

```lean
import Mathlib

open Finset

namespace CanonicalLatticeGas

noncomputable section

/-- Configurations of `M` particles on the sites `ι`, at most one per site: the `M`-element
sets of occupied sites. -/
def configs (ι : Type*) [Fintype ι] (M : ℕ) : Finset (Finset ι) := powersetCard M univ

/-- The filling fraction `p = M / N`, with `N` the number of sites. -/
def filling (ι : Type*) [Fintype ι] (M : ℕ) : ℝ := (M : ℝ) / Fintype.card ι

variable {ι : Type*} [Fintype ι] {M : ℕ}

/-- Uniform average of an observable over all configurations with `M` particles. -/
def avg (M : ℕ) (f : Finset ι → ℝ) : ℝ := (∑ S ∈ configs ι M, f S) / (configs ι M).card

/-- Covariance of two observables in the uniform `M`-particle ensemble. -/
def cov (M : ℕ) (f g : Finset ι → ℝ) : ℝ := avg M fun S => (f S - avg M f) * (g S - avg M g)

/-- Variance of an observable in the uniform `M`-particle ensemble. -/
def var (M : ℕ) (f : Finset ι → ℝ) : ℝ := avg M fun S => (f S - avg M f) ^ 2

/-- The average of a finite sum of observables is the sum of their averages. -/
theorem avg_sum {κ : Type*} (M : ℕ) (s : Finset κ) (f : κ → Finset ι → ℝ) :
    avg M (fun S => ∑ k ∈ s, f k S) = ∑ k ∈ s, avg M (f k) := by
  simp only [avg]
  rw [sum_comm, sum_div]

/-- Averages are unchanged when the sites are relabelled by a permutation. -/
theorem avg_relabel (M : ℕ) (σ : Equiv.Perm ι) (f : Finset ι → ℝ) :
    avg M (fun S => f (S.map σ.toEmbedding)) = avg M f := by
  simp only [avg]
  congr 1
  exact Finset.sum_equiv (Equiv.finsetCongr σ)
    (fun S => by simp [configs, mem_powersetCard]) (fun S _ => by simp)

variable [DecidableEq ι]

/-- Occupation number `n_i` of site `i`: one if occupied, zero if empty. -/
def occ (i : ι) (S : Finset ι) : ℝ := if i ∈ S then 1 else 0

/-- Particle number `N_A = ∑_{i ∈ A} n_i` in the set of sites `A`. -/
def number (A : Finset ι) (S : Finset ι) : ℝ := ∑ i ∈ A, occ i S

/-- Sum rule at fixed particle number: `∑_j ⟨g n_j⟩ = M ⟨g⟩` for every observable `g`. -/
theorem sum_rule (M : ℕ) (g : Finset ι → ℝ) :
    ∑ j, avg M (fun S => g S * occ j S) = M * avg M g := by
  calc _ = avg M (fun S => ∑ j, g S * occ j S) :=
        (avg_sum M univ (fun j S => g S * occ j S)).symm
    _ = M * avg M g := by
        simp only [avg]
        rw [← mul_div_assoc, mul_sum]
        congr 1
        refine sum_congr rfl fun S hS => ?_
        -- every configuration holds exactly M particles
        have hc : S.card = M := (mem_powersetCard.1 hS).2
        have ht : ∑ j, occ j S = M := by simp [occ, hc]
        rw [← mul_sum, ht, mul_comm]

/-- The mean occupation of any site equals the filling fraction `p`. -/
theorem avg_occ (hM : M ≤ Fintype.card ι) (i : ι) : avg M (occ i) = filling ι M := by
  have hZ : ((configs ι M).card : ℝ) ≠ 0 := by
    rw [configs, card_powersetCard, card_univ]
    exact_mod_cast (Nat.choose_pos hM).ne'
  have hN : (Fintype.card ι : ℝ) ≠ 0 := by
    exact_mod_cast (Fintype.card_pos_iff.2 ⟨i⟩).ne'
  have h1 : avg M (fun _ : Finset ι => (1 : ℝ)) = 1 := by
    simp only [avg, sum_const, nsmul_eq_mul, mul_one]
    exact div_self hZ
  -- swapping i and j shows that all sites are equivalent
  have hsym : ∀ j : ι, avg M (fun S => 1 * occ j S) = avg M (occ i) := by
    intro j
    rw [← avg_relabel M (Equiv.swap i j) (occ i)]
    congr 1
    funext S
    simp only [occ, mem_map_equiv, Equiv.symm_swap, Equiv.swap_apply_left, one_mul]
  have h := sum_rule M (fun _ : Finset ι => (1 : ℝ))
  rw [sum_congr rfl (fun j _ => hsym j), sum_const, card_univ, nsmul_eq_mul, h1] at h
  rw [filling, eq_div_iff hN]
  linarith

/-- For two different sites, `⟨n_i n_j⟩ = M (M - 1) / (N (N - 1))`. -/
theorem avg_occ_pair (hM : M ≤ Fintype.card ι) {i j : ι} (hij : i ≠ j) :
    avg M (fun S => occ i S * occ j S)
      = M * (M - 1) / (Fintype.card ι * (Fintype.card ι - 1)) := by
  have h2 : 1 < Fintype.card ι := Fintype.one_lt_card_iff.2 ⟨i, j, hij⟩
  have h2' : (1 : ℝ) < Fintype.card ι := by exact_mod_cast h2
  have hN : (Fintype.card ι : ℝ) ≠ 0 := by linarith
  have hN1 : (Fintype.card ι : ℝ) - 1 ≠ 0 := by linarith
  -- swaps that fix i make all partners k ≠ i equivalent
  have hsym : ∀ k ∈ univ.erase i,
      avg M (fun S => occ i S * occ k S) = avg M (fun S => occ i S * occ j S) := by
    intro k hk
    have hik : i ≠ k := (ne_of_mem_erase hk).symm
    rw [← avg_relabel M (Equiv.swap j k) (fun S => occ i S * occ j S)]
    congr 1
    funext S
    simp only [occ, mem_map_equiv, Equiv.symm_swap, Equiv.swap_apply_left,
      Equiv.swap_apply_of_ne_of_ne hij hik]
  have hdiag : avg M (fun S => occ i S * occ i S) = avg M (occ i) := by
    congr 1
    funext S
    unfold occ
    split_ifs <;> simp
  have h := sum_rule M (occ i)
  rw [← add_sum_erase _ _ (mem_univ i), sum_congr rfl hsym, hdiag, sum_const,
    card_erase_of_mem (mem_univ i), card_univ, nsmul_eq_mul, Nat.cast_pred (by omega),
    avg_occ hM] at h
  have hp : filling ι M * Fintype.card ι = M := div_mul_cancel₀ _ hN
  rw [eq_div_iff (mul_ne_zero hN hN1)]
  linear_combination (Fintype.card ι : ℝ) * h + ((M : ℝ) - 1) * hp

/-- Site-site covariance: `Cov(n_i, n_j) = p (1 - p) (N δ_ij - 1) / (N - 1)`. -/
theorem cov_occ (hM : M ≤ Fintype.card ι) (hN : 2 ≤ Fintype.card ι) (i j : ι) :
    cov M (occ i) (occ j) = filling ι M * (1 - filling ι M) / (Fintype.card ι - 1)
      * (Fintype.card ι * (if i = j then 1 else 0) - 1) := by
  have h2 : (2 : ℝ) ≤ Fintype.card ι := by exact_mod_cast hN
  have hN0 : (Fintype.card ι : ℝ) ≠ 0 := by linarith
  have hN1 : (Fintype.card ι : ℝ) - 1 ≠ 0 := by linarith
  have hZ : ((configs ι M).card : ℝ) ≠ 0 := by
    rw [configs, card_powersetCard, card_univ]
    exact_mod_cast (Nat.choose_pos hM).ne'
  have hexp : ∀ (a b : Finset ι → ℝ) (p : ℝ), avg M (fun S => (a S - p) * (b S - p))
      = avg M (fun S => a S * b S) - p * avg M a - p * avg M b + p ^ 2 := by
    intro a b p
    have e : ∀ S, (a S - p) * (b S - p) = a S * b S - p * a S - p * b S + p ^ 2 :=
      fun S => by ring
    simp only [avg, e, sum_add_distrib, sum_sub_distrib, ← mul_sum, sum_const, nsmul_eq_mul]
    field_simp
  have hdiag : ∀ k : ι, avg M (fun S => occ k S * occ k S) = avg M (occ k) := by
    intro k
    congr 1
    funext S
    unfold occ
    split_ifs <;> simp
  rw [cov, avg_occ hM i, avg_occ hM j, hexp (occ i) (occ j) (filling ι M),
    avg_occ hM i, avg_occ hM j]
  by_cases hij : i = j
  · subst hij
    rw [hdiag, avg_occ hM, if_pos rfl, mul_one, div_mul_cancel₀ _ hN1]
    ring
  · rw [avg_occ_pair hM hij, if_neg hij]
    unfold filling
    field_simp
    ring

/-- The mean particle number in a set of `n` sites is `n p`. -/
theorem avg_number (hM : M ≤ Fintype.card ι) (A : Finset ι) :
    avg M (number A) = A.card * filling ι M := by
  have h : avg M (number A) = ∑ i ∈ A, avg M (occ i) := avg_sum M A occ
  rw [h]
  simp only [avg_occ hM, sum_const, nsmul_eq_mul]

/-- Covariance of the particle numbers in two sets of sites:
`Cov(N_A, N_B) = p (1 - p) (N |A ∩ B| - |A| |B|) / (N - 1)`. -/
theorem cov_number (hM : M ≤ Fintype.card ι) (hN : 2 ≤ Fintype.card ι) (A B : Finset ι) :
    cov M (number A) (number B) = filling ι M * (1 - filling ι M) / (Fintype.card ι - 1)
      * (Fintype.card ι * (A ∩ B).card - A.card * B.card) := by
  have hd : ∀ (C S : Finset ι),
      number C S - avg M (number C) = ∑ i ∈ C, (occ i S - avg M (occ i)) := by
    intro C S
    rw [sum_sub_distrib, ← avg_sum M C occ]
    rfl
  -- bilinearity reduces everything to site-site covariances
  have hbil : cov M (number A) (number B) = ∑ i ∈ A, ∑ j ∈ B, cov M (occ i) (occ j) := by
    simp only [cov, hd, sum_mul_sum, avg_sum]
  have hδ : ∑ i ∈ A, ∑ j ∈ B, (if i = j then (1 : ℝ) else 0) = (A ∩ B).card := by
    simp only [sum_ite_eq, sum_ite_mem, sum_const, nsmul_eq_mul, mul_one]
  rw [hbil]
  simp only [cov_occ hM hN, ← mul_sum, sum_sub_distrib, hδ, sum_const, nsmul_eq_mul, mul_one]
  try ring

/-- With `M` particles placed uniformly on `N ≥ 2` sites, the particle number in a set of `n`
sites has variance `n p (1 - p) (N - n) / (N - 1)`. -/
theorem var_number (hM : M ≤ Fintype.card ι) (hN : 2 ≤ Fintype.card ι) (A : Finset ι) :
    var M (number A) = A.card * filling ι M * (1 - filling ι M)
      * (Fintype.card ι - A.card) / (Fintype.card ι - 1) := by
  have h : var M (number A) = cov M (number A) (number A) := by simp only [var, cov, sq]
  rw [h, cov_number hM hN, inter_self]
  ring

/-- The variance of the particle number in `n` sites is at most `n p (1 - p)`, with equality
exactly when `n ≤ 1`, `M = 0` or `M = N`. -/
theorem var_number_suppressed (hM : M ≤ Fintype.card ι) (hN : 2 ≤ Fintype.card ι)
    (A : Finset ι) :
    var M (number A) ≤ A.card * filling ι M * (1 - filling ι M) ∧
    (var M (number A) = A.card * filling ι M * (1 - filling ι M) ↔
      A.card ≤ 1 ∨ M = 0 ∨ M = Fintype.card ι) := by
  have h2 : (2 : ℝ) ≤ Fintype.card ι := by exact_mod_cast hN
  have hN0 : (0 : ℝ) < Fintype.card ι := by linarith
  have hN1 : (0 : ℝ) < Fintype.card ι - 1 := by linarith
  have hN1' := hN1.ne'
  -- the deficit is n (n - 1) p (1 - p) / (N - 1)
  have hd : A.card * filling ι M * (1 - filling ι M) - var M (number A)
      = (A.card * (A.card - 1)) * (filling ι M * (1 - filling ι M)) / (Fintype.card ι - 1) := by
    rw [var_number hM hN]
    field_simp
    ring
  have hp0 : 0 ≤ filling ι M := by unfold filling; positivity
  have hp1 : filling ι M ≤ 1 := (div_le_one hN0).2 (by exact_mod_cast hM)
  have hn : (0 : ℝ) ≤ A.card * (A.card - 1) := by
    rcases Nat.eq_zero_or_pos A.card with h | h
    · simp [h]
    · have h1 : (1 : ℝ) ≤ A.card := by exact_mod_cast h
      exact mul_nonneg (by linarith) (by linarith)
  have e1 : ((A.card : ℝ) = 0 ∨ (A.card : ℝ) - 1 = 0) ↔ A.card ≤ 1 := by
    rw [sub_eq_zero, Nat.cast_eq_zero, Nat.cast_eq_one]
    omega
  have e2 : filling ι M = 0 ↔ M = 0 := by
    rw [filling, div_eq_zero_iff, or_iff_left hN0.ne', Nat.cast_eq_zero]
  have e3 : 1 - filling ι M = 0 ↔ M = Fintype.card ι := by
    rw [sub_eq_zero, eq_comm, filling, div_eq_one_iff_eq hN0.ne', Nat.cast_inj]
  constructor
  · rw [← sub_nonneg, hd]
    exact div_nonneg (mul_nonneg hn (mul_nonneg hp0 (sub_nonneg.2 hp1))) hN1.le
  · rw [eq_comm, ← sub_eq_zero, hd, div_eq_zero_iff, or_iff_left hN1', mul_eq_zero,
      mul_eq_zero, mul_eq_zero, e1, e2, e3]

end

end CanonicalLatticeGas
```

```lean
#print axioms CanonicalLatticeGas.avg_number
#print axioms CanonicalLatticeGas.var_number
#print axioms CanonicalLatticeGas.var_number_suppressed
```

```
'CanonicalLatticeGas.avg_number' depends on axioms: [propext, Classical.choice, Quot.sound]
'CanonicalLatticeGas.var_number' depends on axioms: [propext, Classical.choice, Quot.sound]
'CanonicalLatticeGas.var_number_suppressed' depends on axioms: [propext, Classical.choice, Quot.sound]
```

## How the Lean objects map to the lattice

The sites are the elements of a finite type `ι`, and N is `Fintype.card ι`. The type carries no geometry, no dimension and no boundary condition, so A is any set of sites, contiguous or not. A configuration is a `Finset ι`, which builds in the exclusion rule, since a set holds a site at most once. `configs ι M` collects the M-element sets, and `avg M f` divides the sum of f over them by their number. This uniform weight is the model's postulate. It describes particles that exclude each other and have no other energy, or a single-occupancy lattice gas with finite energies, at fixed M, in the limit of infinite temperature. Models with further hard constraints, such as nearest-neighbour exclusion, are not covered. "Canonical" here means fixed M, with no Boltzmann factor.

`occ i`, `number A` and `filling ι M` are n_i, N_A and p, all real-valued, and n is `A.card`. `cov` and `var` are defined as centred second moments of the exact ensemble. They are not estimators from a finite run.

Two hypotheses on M and N appear (`avg_occ_pair` also assumes i ≠ j, which already gives N ≥ 2). `hM : M ≤ Fintype.card ι` says that the particles fit, which makes Z positive. For M > N the ensemble is empty and Lean's division by zero sets every average to 0, which is why the results that involve p carry `hM`, while the linear identities hold without it. `hN : 2 ≤ Fintype.card ι` makes N−1 positive. The bound M ≥ 0 is automatic for `M : ℕ`.

In words, `var_number` says that for N ≥ 2, M ≤ N and any set A of n sites the variance of N_A is n p(1−p)(N−n)/(N−1). `cov_number` is the two-region formula for arbitrary A and B, overlapping or not. `var_number_suppressed` says that the variance is at most n p(1−p), with equality if and only if `A.card ≤ 1 ∨ M = 0 ∨ M = Fintype.card ι`. The smallest case is included: for N = 2, M = 1, n = 1 the variance is 1/4, and for n = 2 it is 0.

The formula is the variance of the hypergeometric distribution, but the file reaches it through symmetry and proves first and second moments only. The probabilities of the individual counts are never computed. Interactions, unequal site energies, continuum particles and the statistical error of a sampled variance lie beyond the statement. The quantity n p(1−p) enters the theorems simply as a real number; reading it as the variance for independent sites, like the remarks on quantum states and code further down, is ordinary reasoning that the file does not verify.

## From the sum rule to the variance, lemma by lemma

`avg_sum` exchanges the sum over configurations with a finite sum over observables. `avg_relabel` is the permutation symmetry: `Finset.sum_equiv` reindexes the sum over configurations along the map S ↦ σ(S) for a permutation σ, after checking that this map preserves the size of S.

`sum_rule` pulls the sum over j inside the average and then works configuration by configuration. There `hc` reads |S| = M off the membership in `configs`, and `ht` turns it into Σ_j n_j(S) = M.

`avg_occ` establishes Z ≠ 0 from `Nat.choose_pos`, so that ⟨1⟩ = 1 (`h1`). Its `hsym` applies `avg_relabel` with `Equiv.swap i j`, the sum rule at g = 1 collapses to N⟨n_i⟩ = M, and `linarith` finishes.

`avg_occ_pair` follows the pair argument. `hsym` uses `Equiv.swap j k`, with `Equiv.swap_apply_of_ne_of_ne` confirming that i stays fixed, and `hdiag` is n_i² = n_i. The step `add_sum_erase` splits off the term k = i, which brings `h` to the form p + (N−1)q = Mp. With `hp` stating pN = M, the closing `linear_combination` adds N times the first equation to (M−1) times the second and obtains q N(N−1) = M(M−1).

`cov_occ` expands the centred product in `hexp`, inserts ⟨n_i⟩ = p, and splits on `i = j`. The diagonal case uses `hdiag` and cancels N−1, and the other case inserts q and clears denominators with `field_simp` and `ring`. `avg_number` records the mean ⟨N_A⟩ = np.

In `cov_number`, `hd` writes N_C − ⟨N_C⟩ for a set C as a sum of centred occupations, `hbil` is the double sum over site covariances, and `hδ` evaluates Σ δ_ij as |A∩B|. `var_number` sets B = A and uses `inter_self`.

`var_number_suppressed` proves the deficit formula as `hd`. The inequality follows from the signs `hn`, `hp0` and `hp1`. For the equality case the deficit is zero only if one of the factors n, n−1, p, 1−p is zero, and `e1`, `e2`, `e3` translate these into n ≤ 1, M = 0 and M = N.

## Using the factor (N−n)/(N−1) in a code

For a non-interacting single-occupancy lattice gas with equal site energies on a finite lattice, the formula is the reference value for a particle-conserving sampler, such as one built from exchange moves, that visits all placements with equal weight. It applies equally to the number of atoms of one species on a set of n sites in a binary alloy cell, if all arrangements at the fixed composition are equally likely, and to spinless fermions or hard-core bosons in the maximally mixed state of the M-particle sector, where the occupation basis states are the sets S with equal weight.

A small case can be enumerated completely:

```python
from itertools import combinations
from statistics import pvariance
N, M, A = 4, 2, {0, 1}
counts = [len(A & set(S)) for S in combinations(range(N), M)]
print(pvariance(counts))
```

The six counts are 2, 1, 1, 1, 1, 0, with mean 1 and variance 1/3, matching 2 · (1/4) · 2/3 and lying below n p(1−p) = 1/2. To recover n p(1−p) from a fixed-M run of this model, multiply the measured block variance by (N−1)/(N−n), which requires n < N. The N−1 counts sites, not samples, and should not be confused with the correction for the number of samples in a variance estimator. Disjoint blocks have covariance −p(1−p)|A||B|/(N−1), so for 0 < M < N the counts in different non-empty blocks of one configuration should not be treated as independent samples.
